# With positive semidefinite exchange, truncated ladders bound the static RPA spin response of a stable paramagnet from below

## A partial sum of unknown sign of error

Sum the exchange ladder of a paramagnet to third order and you get a finite susceptibility. If nothing is known about the remainder, that number does not tell you whether the full random-phase (RPA) value is larger or smaller. It can also hide an instability. For a single site with bare susceptibility $1$ and exchange constant $2$, the partial sums $1, 3, 7,\dots$ are finite and positive, while the formal RPA response is $1/(1-2)=-1$.

For a stable paramagnet whose exchange kernel is positive semidefinite, the error has a definite sign: for every static field pattern, the induced moments projected on that pattern are at most as large in any truncation as in the full response.

## Moments, fields and stability

Take a finite set of sites, a static field pattern $h$ and the induced moments $m$, both real vectors. The matrix $X$ is the bare static spin susceptibility. The matrix $K$ turns moments into an exchange field, so that in linear response

$$m = X(h+Km),\qquad (X^{-1}-K)\,m=h,\qquad m=Rh,\quad R=(X^{-1}-K)^{-1}.$$

Three conditions are imposed.

- $X$ is positive definite: every nonzero field pattern induces moments that lower the energy.
- $K$ is positive semidefinite: $m^TKm\ge 0$, so the exchange field supports any moment pattern or leaves it alone. On-site Hubbard exchange with $U\ge0$ is of this kind: $K=\tfrac12U\,\mathbb 1$ when $m_i=\langle n_{i\uparrow}-n_{i\downarrow}\rangle$ and the field enters the energy as $-h^Tm$.
- $X^{-1}-K$ is positive definite: the energy $\tfrac12 m^T(X^{-1}-K)m$ rises for every nonzero moment pattern, which is the stability of the paramagnet against small moments on these sites.

With $T_n=X(KX)^n$ and $S_N=\sum_{n=0}^{N}T_n$, the claim is that $h^TS_Nh\le h^TRh$ for all $N$ and $h$.

## The remainder and its sign

Multiply $R(X^{-1}-K)=\mathbb 1$ by $X$ from the right. This gives the Dyson equation

$$R=X+RKX .$$

Hence $R-S_0=RKX$. If $R-S_N=R(KX)^{N+1}$, then

$$R-S_{N+1}=(R-X)(KX)^{N+1}=RKX(KX)^{N+1}=R(KX)^{N+2},$$

so the remainder formula holds for every $N$.

The matrices $X$, $K$ and $R$ are symmetric. Transposing the Dyson equation gives $R=X+XKR$, and comparison shows $RKX=XKR$. Therefore

$$R(KX)^{n+2}=(RKX)(KX)^n(KX)=XKR(KX)^n(KX)=(KX)^T\,[R(KX)^n]\,(KX).$$

The quadratic form of the left side at $h$ is that of $R(KX)^n$ at $KXh$, so positivity passes from $n$ to $n+2$. Two starting cases remain. For $n=0$, $R$ is the inverse of a positive definite matrix. For $n=1$,

$$RKX=(X+XKR)KX=X^TKX+(KX)^TR(KX),$$

a sum of two positive semidefinite matrices. This proves the bound.

## Convergence, and the way back to stability

The same two-step argument with $X$ in place of $R$, starting from $X$ and $XKX$, shows that each $T_n$ is positive semidefinite. For fixed $y$, the numbers $y^TT_ny$ are then nonnegative and their partial sums stay below $y^TRy$, so they tend to zero. With unit vectors $e_i$ and $q_n(y)=y^TT_ny$, polarisation gives the matrix elements,

$$(T_n)_{ij}=\tfrac12\,[q_n(e_i+e_j)-q_n(e_i)-q_n(e_j)]\to0 .$$

Since $R-S_N=RX^{-1}T_{N+1}$, it follows that $S_N\to R$. No separate smallness condition on $KX$ enters.

Conversely, let $R$ be any inverse of $X^{-1}-K$, with stability no longer assumed, and suppose $R-S_N$ is positive semidefinite for one $N$. As $S_N$ is $X$ plus positive semidefinite terms, it is positive definite. So is $R=S_N+(R-S_N)$, and so is its inverse $X^{-1}-K$.

## A two-site iteration

In a calculation the ladder appears as an unmixed iteration of the linearised mean-field equation: start from $m_0=Xh$ and set $m_{N+1}=X(h+Km_N)$. Then $m_N=S_Nh$. Take, in consistent units,

$$X=\begin{pmatrix}0.4&-0.1\\-0.1&0.4\end{pmatrix},\qquad K=\mathbb 1 .$$

For the normalised staggered field $h=(1,-1)/\sqrt2$, the values $h^Tm_N$ are $0.5,\ 0.75,\ 0.875,\dots$, rising to $1$. For the uniform field $(1,1)/\sqrt2$ they are $0.3,\ 0.39,\ 0.417,\dots$, rising to $0.3/0.7\approx0.429$.

Under the three conditions above, the value $h^Tm_N$ from each iterate is thus a lower bound on the converged RPA value $h^TRh$. The bound concerns quadratic forms, not single matrix elements: here the off-diagonal element of $R$ is about $-0.286$, below the bare $-0.1$.

## The statement in Lean

Sites are the elements of a finite type `ι`, and $X$, $K$ are of type `Matrix ι ι ℝ`. The definitions `ladderTerm`, `ladderSum` and `enhancedResponse` are $T_n$, $S_N$ and $R$; `Finset.range (N + 1)` runs over $n=0,\dots,N$. `PosDef` and `PosSemidef` include symmetry, and `ᴴ` is transposition for real matrices.

The main theorem, `ladderSum_le_enhancedResponse`, takes the three conditions as `hX`, `hK` and `hD` and concludes that $R-S_N$ is positive semidefinite for every natural `N`. In `ladderSum_tendsto`, convergence is entry by entry. In the converse, `posDef_of_ladderSum_le`, `R` is a separate matrix with `(X⁻¹ - K) * R = 1`.

The conditions are assumed, not derived from an electronic Hamiltonian. The model is static, linear and real, with finitely many sites. A closed-shell molecule with spin-independent Hamiltonian at zero temperature has no linear spin response to a uniform field, so its $X$ is singular if the site moments add up to the whole spin, and it then falls outside `hX`. A nonzero exchange matrix with zero diagonal has zero trace, hence a negative eigenvalue, and violates `hK`.

```lean
import Mathlib

open Matrix Filter Topology

namespace ExchangeLadder

variable {ι : Type*} [Fintype ι] [DecidableEq ι]

/-- The term of order `n` in the exchange ladder: the bare susceptibility `X` followed by
`n` exchange interactions `K`, each with a further bare response. -/
def ladderTerm (X K : Matrix ι ι ℝ) (n : ℕ) : Matrix ι ι ℝ := X * (K * X) ^ n

/-- The ladder series truncated after order `N`. -/
def ladderSum (X K : Matrix ι ι ℝ) (N : ℕ) : Matrix ι ι ℝ :=
  ∑ n ∈ Finset.range (N + 1), ladderTerm X K n

/-- The exchange-enhanced static response `(X⁻¹ - K)⁻¹`, meaningful when `X` and `X⁻¹ - K`
are invertible. -/
noncomputable def enhancedResponse (X K : Matrix ι ι ℝ) : Matrix ι ι ℝ := (X⁻¹ - K)⁻¹

/-- Raising the truncation order by one adds the next ladder term. -/
theorem ladderSum_succ (X K : Matrix ι ι ℝ) (N : ℕ) :
    ladderSum X K (N + 1) = ladderSum X K N + ladderTerm X K (N + 1) :=
  Finset.sum_range_succ _ _

/-- Dyson equation: for invertible `X` and `X⁻¹ - K`, the enhanced response is the bare
response plus the enhanced response to the exchange field of the bare one. -/
theorem dyson_equation {X K : Matrix ι ι ℝ} (hX : IsUnit X.det)
    (hD : IsUnit (X⁻¹ - K).det) :
    enhancedResponse X K = X + enhancedResponse X K * (K * X) := by
  have h : enhancedResponse X K * X⁻¹ - enhancedResponse X K * K = 1 := by
    rw [← mul_sub]
    exact Matrix.nonsing_inv_mul _ hD
  calc enhancedResponse X K = enhancedResponse X K * (X⁻¹ * X) := by
        rw [Matrix.nonsing_inv_mul _ hX, mul_one]
    _ = (enhancedResponse X K * X⁻¹ - enhancedResponse X K * K) * X
          + enhancedResponse X K * (K * X) := by
        rw [sub_mul, mul_assoc, mul_assoc, sub_add_cancel]
    _ = X + enhancedResponse X K * (K * X) := by rw [h, one_mul]

/-- For invertible `X` and `X⁻¹ - K`, the error of the ladder truncated after order `N` is
exactly the enhanced response times `N + 1` factors `K X`. -/
theorem truncation_error {X K : Matrix ι ι ℝ} (hX : IsUnit X.det)
    (hD : IsUnit (X⁻¹ - K).det) (N : ℕ) :
    enhancedResponse X K - ladderSum X K N = enhancedResponse X K * (K * X) ^ (N + 1) := by
  have h : enhancedResponse X K - X = enhancedResponse X K * (K * X) :=
    sub_eq_iff_eq_add'.2 (dyson_equation hX hD)
  induction N with
  | zero => simpa [ladderSum, ladderTerm] using h
  | succ N ih =>
    rw [ladderSum_succ, ← sub_sub, ih, ladderTerm, ← sub_mul, h, mul_assoc, ← pow_succ']

/-- Let `X` and `K` be symmetric and `M` a positive semidefinite response with
`M K X = X K M`. If `M K X` is positive semidefinite, so is `M (K X)ⁿ` for every `n`. -/
theorem dressed_posSemidef {M X K : Matrix ι ι ℝ} (hX : Xᴴ = X) (hK : Kᴴ = K)
    (hM : M.PosSemidef) (h1 : (M * (K * X)).PosSemidef) (hc : M * (K * X) = X * K * M) :
    ∀ n : ℕ, (M * (K * X) ^ n).PosSemidef
  | 0 => by simpa using hM
  | 1 => by simpa using h1
  | n + 2 => by
    -- two more interactions act as a congruence by `K X`
    have e : M * (K * X) ^ (n + 2) = (K * X)ᴴ * (M * (K * X) ^ n) * (K * X) := by
      calc M * (K * X) ^ (n + 2) = M * (K * X) * (K * X) ^ n * (K * X) := by
            rw [pow_succ, pow_succ']
            simp only [mul_assoc]
        _ = X * K * M * (K * X) ^ n * (K * X) := by rw [hc]
        _ = (K * X)ᴴ * (M * (K * X) ^ n) * (K * X) := by
            rw [Matrix.conjTranspose_mul, hX, hK]
            simp only [mul_assoc]
    rw [e]
    exact (dressed_posSemidef hX hK hM h1 hc n).conjTranspose_mul_mul_same (K * X)

/-- For positive definite `X` and positive semidefinite `K`, every term of the exchange
ladder is positive semidefinite. -/
theorem ladderTerm_posSemidef {X K : Matrix ι ι ℝ} (hX : X.PosDef) (hK : K.PosSemidef)
    (n : ℕ) : (ladderTerm X K n).PosSemidef := by
  have h1 := hK.conjTranspose_mul_mul_same X
  rw [hX.isHermitian.eq, mul_assoc] at h1
  exact dressed_posSemidef hX.isHermitian.eq hK.isHermitian.eq hX.posSemidef h1
    (mul_assoc X K X).symm n

/-- Let `X` be positive definite, `K` positive semidefinite and `X⁻¹ - K` positive definite. Then
the enhanced response minus any truncation of the exchange ladder is positive semidefinite: at every
static field pattern, the quadratic form of the truncation is at most that of the enhanced response.
-/
theorem ladderSum_le_enhancedResponse {X K : Matrix ι ι ℝ} (hX : X.PosDef)
    (hK : K.PosSemidef) (hD : (X⁻¹ - K).PosDef) (N : ℕ) :
    (enhancedResponse X K - ladderSum X K N).PosSemidef := by
  have hR : (enhancedResponse X K).PosDef := hD.inv
  have dy := dyson_equation hX.det_pos.ne'.isUnit hD.det_pos.ne'.isUnit
  rw [truncation_error hX.det_pos.ne'.isUnit hD.det_pos.ne'.isUnit]
  -- the transposed Dyson equation
  have dy' : enhancedResponse X K = X + X * K * enhancedResponse X K := by
    have h := congrArg Matrix.conjTranspose dy
    rwa [Matrix.conjTranspose_add, Matrix.conjTranspose_mul, Matrix.conjTranspose_mul,
      hR.isHermitian.eq, hX.isHermitian.eq, hK.isHermitian.eq] at h
  have hc : enhancedResponse X K * (K * X) = X * K * enhancedResponse X K :=
    add_left_cancel (dy.symm.trans dy')
  have h1 : (enhancedResponse X K * (K * X)).PosSemidef := by
    have e : enhancedResponse X K * (K * X)
        = Xᴴ * K * X + (K * X)ᴴ * enhancedResponse X K * (K * X) := by
      rw [Matrix.conjTranspose_mul, hX.isHermitian.eq, hK.isHermitian.eq, mul_assoc X K X,
        ← add_mul, ← dy']
    rw [e]
    exact (hK.conjTranspose_mul_mul_same X).add
      (hR.posSemidef.conjTranspose_mul_mul_same (K * X))
  exact dressed_posSemidef hX.isHermitian.eq hK.isHermitian.eq hR.posSemidef h1 hc (N + 1)

/-- For positive definite `X` and `X⁻¹ - K` and positive semidefinite `K`, the ladder terms
tend to zero with increasing order. -/
theorem ladderTerm_tendsto_zero {X K : Matrix ι ι ℝ} (hX : X.PosDef)
    (hK : K.PosSemidef) (hD : (X⁻¹ - K).PosDef) :
    Tendsto (ladderTerm X K) atTop (𝓝 0) := by
  -- for each field pattern the contributions are nonnegative with bounded partial sums
  have hq : ∀ y : ι → ℝ,
      Tendsto (fun n => y ⬝ᵥ ladderTerm X K n *ᵥ y) atTop (𝓝 0) := by
    intro y
    have hpos : ∀ n, 0 ≤ y ⬝ᵥ ladderTerm X K n *ᵥ y := fun n => by
      simpa only [star_trivial] using
        (ladderTerm_posSemidef hX hK n).dotProduct_mulVec_nonneg y
    have hsum : ∀ N, ∑ n ∈ Finset.range (N + 1), y ⬝ᵥ ladderTerm X K n *ᵥ y
        = y ⬝ᵥ ladderSum X K N *ᵥ y := by
      intro N
      induction N with
      | zero => simp [ladderSum]
      | succ N ih =>
        rw [Finset.sum_range_succ, ih, ladderSum_succ, Matrix.add_mulVec, dotProduct_add]
    have hle : ∀ N, ∑ n ∈ Finset.range N, y ⬝ᵥ ladderTerm X K n *ᵥ y
        ≤ y ⬝ᵥ enhancedResponse X K *ᵥ y := by
      intro N
      have h := (ladderSum_le_enhancedResponse hX hK hD N).dotProduct_mulVec_nonneg y
      rw [star_trivial, Matrix.sub_mulVec, dotProduct_sub, ← hsum N,
        Finset.sum_range_succ] at h
      linarith [hpos N]
    exact (summable_of_sum_range_le hpos hle).tendsto_atTop_zero
  refine tendsto_pi_nhds.2 fun i => tendsto_pi_nhds.2 fun j => ?_
  change Tendsto (fun n => ladderTerm X K n i j) atTop (𝓝 0)
  -- polarisation recovers the matrix elements
  have h := (((hq (Pi.single i 1 + Pi.single j 1)).sub (hq (Pi.single i 1))).sub
    (hq (Pi.single j 1))).div_const 2
  rw [show ((0 : ℝ) - 0 - 0) / 2 = 0 by norm_num] at h
  refine h.congr fun n => ?_
  have hab : ∀ a b : ι, (Pi.single a 1 : ι → ℝ) ⬝ᵥ
      ladderTerm X K n *ᵥ (Pi.single b 1 : ι → ℝ) = ladderTerm X K n a b := by
    intro a b
    simp
  have hs : ladderTerm X K n j i = ladderTerm X K n i j := by
    simpa only [star_trivial] using (ladderTerm_posSemidef hX hK n).isHermitian.apply i j
  simp only [Matrix.mulVec_add, add_dotProduct, dotProduct_add, hab]
  linarith

/-- For positive definite `X` and `X⁻¹ - K` and positive semidefinite `K`, the exchange
ladder converges to the enhanced response. -/
theorem ladderSum_tendsto {X K : Matrix ι ι ℝ} (hX : X.PosDef)
    (hK : K.PosSemidef) (hD : (X⁻¹ - K).PosDef) :
    Tendsto (ladderSum X K) atTop (𝓝 (enhancedResponse X K)) := by
  have h := (((ladderTerm_tendsto_zero hX hK hD).comp (tendsto_add_atTop_nat 1)).const_mul
    (enhancedResponse X K * X⁻¹)).const_sub (enhancedResponse X K)
  rw [mul_zero, sub_zero] at h
  refine h.congr fun N => ?_
  change enhancedResponse X K - enhancedResponse X K * X⁻¹ * ladderTerm X K (N + 1) = _
  -- the truncation error is proportional to the first omitted term
  have e : enhancedResponse X K * X⁻¹ * ladderTerm X K (N + 1)
      = enhancedResponse X K - ladderSum X K N := by
    rw [truncation_error hX.det_pos.ne'.isUnit hD.det_pos.ne'.isUnit, ladderTerm, mul_assoc,
      ← mul_assoc X⁻¹, Matrix.nonsing_inv_mul _ hX.det_pos.ne'.isUnit, one_mul]
  rw [e, sub_sub_cancel]

/-- Converse: let `X` be positive definite, `K` positive semidefinite and `R` an inverse of
`X⁻¹ - K`. If `R` minus one truncated ladder is positive semidefinite, then `X⁻¹ - K` is positive
definite. -/
theorem posDef_of_ladderSum_le {X K R : Matrix ι ι ℝ} (hX : X.PosDef)
    (hK : K.PosSemidef) (hR : (X⁻¹ - K) * R = 1) (N : ℕ)
    (h : (R - ladderSum X K N).PosSemidef) : (X⁻¹ - K).PosDef := by
  have hS : (ladderSum X K N).PosDef := by
    clear h
    induction N with
    | zero => simpa [ladderSum, ladderTerm] using hX
    | succ N ih =>
      rw [ladderSum_succ]
      exact ih.add_posSemidef (ladderTerm_posSemidef hX hK (N + 1))
  have hRpos := hS.add_posSemidef h
  rw [add_sub_cancel] at hRpos
  rw [← Matrix.inv_eq_left_inv hR]
  exact hRpos.inv

end ExchangeLadder
```

```lean
#print axioms ExchangeLadder.ladderSum_le_enhancedResponse
#print axioms ExchangeLadder.ladderSum_tendsto
#print axioms ExchangeLadder.posDef_of_ladderSum_le
```

```
'ExchangeLadder.ladderSum_le_enhancedResponse' depends on axioms: [propext, Classical.choice, Quot.sound]
'ExchangeLadder.ladderSum_tendsto' depends on axioms: [propext, Classical.choice, Quot.sound]
'ExchangeLadder.posDef_of_ladderSum_le' depends on axioms: [propext, Classical.choice, Quot.sound]
```

## From the Dyson equation to the bound in code

`dyson_equation` needs only invertibility. Its `h` is $RX^{-1}-RK=\mathbb 1$, and the `calc` block multiplies by $X$. `truncation_error` is the induction on $N$ above, with `ladderSum_succ` splitting off the newest term.

`dressed_posSemidef` holds the two-step induction for a general matrix $M$, which later becomes $R$ or $X$. Its cases `0`, `1` and `n + 2` are the two starting cases and the congruence. The equation `e` moves one factor $KX$ to the left by `hc`, the relation $MKX=XKM$, and `conjTranspose_mul_mul_same` says that a congruence preserves positivity. `ladderTerm_posSemidef` applies this with $M=X$, where `hc` is just associativity.

In `ladderSum_le_enhancedResponse`, the error is first rewritten as $R(KX)^{N+1}$. Then `dy'` is the transposed Dyson equation, `hc` the comparison of the two forms, and `h1` the case $n=1$. The general lemma finishes with exponent `N + 1`.

## Limits and the converse in code

In `ladderTerm_tendsto_zero`, `hpos` and `hle` give nonnegative contributions with bounded partial sums, and `summable_of_sum_range_le` turns them into a summable series, whose terms vanish. The rest is polarisation with the unit vectors `Pi.single i 1`, where `hs` supplies the symmetry of $T_n$. `ladderSum_tendsto` multiplies this limit by the fixed matrix $RX^{-1}$.

In `posDef_of_ladderSum_le`, `hS` proves $S_N$ positive definite by induction, `hRpos` adds the assumed remainder, and the last lines identify $X^{-1}-K$ with $R^{-1}$.

## Repulsion in the density channel

The same congruence treats a kernel of the opposite sign, a case that the file leaves aside. Keep $X$ positive definite and let $K=-V$ with $V$ positive semidefinite, as for a static density response screened by repulsion. Then $R=(X^{-1}+V)^{-1}$ and

$$R-S_N=(-1)^{N+1}R(VX)^{N+1}.$$

Here $X=R+XVR$, so the case $n=1$ reads $RVX=RVR+RVXVR$, which is positive semidefinite. The truncations therefore alternate: even $N$ gives an upper bound and odd $N$ a lower one, even when the series diverges. For one site with $X=1$ and $V=2$, the sums $1,-1,3,\dots$ lie alternately above and below $R=1/3$. If the number of electrons is fixed and all of them are on these sites, a constant potential induces no density change; $X$ is then singular, and this argument does not apply as it stands.
